# Positivity of 1 − e^(−x) for positive x

The lemma states that 1 − e^(−x) is strictly positive for every real number x > 0. If x is read as the ratio of an excitation energy to the thermal energy, this says that one minus the Boltzmann factor is positive; the declaration itself concerns only a real number and assumes no physical model. The attempt first shows that e^(−x) < 1, using the fact that −x is negative, and then obtains the claim by linear arithmetic.

As first written in Lean, the proof fails:

```lean
import Mathlib

open Filter

namespace MultiphononQuantumCorrection

noncomputable section

lemma one_sub_exp_pos {x : ℝ} (hx : 0 < x) : 0 < 1 - Real.exp (-x) := by
  have h : Real.exp (-x) < 1 := Real.exp_lt_one (by linarith)
  linarith

end

end MultiphononQuantumCorrection
```

The error:

```
Main.lean:10:32: error(lean.unknownIdentifier): Unknown constant `Real.exp_lt_one`
```

Cause. The message says that Lean found no constant called `Real.exp_lt_one` in the environment. The proof of the intermediate inequality `h` relies on that name, so it fails at the lookup; the message reports no fault in the mathematics.

The repair uses `Real.exp_lt_one_iff` instead, an equivalence between the exponential of a real number being less than 1 and that number being negative. The suffix `.2` selects the direction from right to left: given `-x < 0`, it yields `Real.exp (-x) < 1`, which is exactly `h`. The required `-x < 0` is supplied by the same `by linarith` as before, from the hypothesis `hx : 0 < x`. The closing `linarith`, which turns `h` into the stated inequality, is unchanged.

Fix (accepted with no message):

```diff
@@ -8,5 +8,5 @@
 
 lemma one_sub_exp_pos {x : ℝ} (hx : 0 < x) : 0 < 1 - Real.exp (-x) := by
-  have h : Real.exp (-x) < 1 := Real.exp_lt_one (by linarith)
+  have h : Real.exp (-x) < 1 := Real.exp_lt_one_iff.2 (by linarith)
   linarith
 
```
